# Low-pressure limit of a finite master equation: the slowest decay rate divided by the collision frequency depends only on the collision block below threshold

Take a molecule with one energy grain below the dissociation threshold and one above. Collisions occur at frequency $w$, and the upper grain dissociates at rate $k>0$. Let $p_i$ be the populations and $f_i$ their equilibrium values. In the variables $x_i=p_i/\sqrt{f_i}$, detailed balance makes the collision matrix symmetric, and $\dot x=-(wL+D)x$ with

$$L=\begin{pmatrix}a&-c\\-c&d\end{pmatrix},\qquad D=\begin{pmatrix}0&0\\0&k\end{pmatrix}.$$

Here $wa$ is the rate of activation and $wd$ that of deactivation by collisions, and $c=\sqrt{ad}$. With $t=1/w$ and $\Delta=d+tk-a$, the least eigenvalue of $L+tD$ is

$$\lambda(t)=a-\frac{2c^2}{\Delta+\sqrt{\Delta^2+4c^2}}\;\to\;a\qquad(t\to\infty).$$

At low pressure an activated molecule dissociates before a collision can deactivate it, so the value of $k$ drops out.

In general, a finite type `n` labels the grains.

In Lean 4 with Mathlib:

```lean
import Mathlib

open Matrix Filter Topology

namespace LowPressureLimit

noncomputable section

variable {n : Type*} [Fintype n]
```

The slowest decay rate is the least eigenvalue, defined as an infimum over real eigenvalues.

```lean
/-- The least eigenvalue of a real symmetric matrix of positive size, as the infimum of the set
of its real eigenvalues. -/
def leastEig (A : Matrix n n ℝ) : ℝ :=
  sInf {μ | ∃ x : n → ℝ, x ≠ 0 ∧ A *ᵥ x = μ • x}
```

Let $A$ be a real symmetric matrix. Suppose $y\cdot Ay\ge m\,y\cdot y$ for all $y$, with equality at $x$. Put $r=Ax-mx$ and insert $y=x+sr$:
$$0\le 2s\,r\cdot r+s^2(r\cdot Ar-m\,r\cdot r)\quad\text{for all }s.$$
The discriminant $4(r\cdot r)^2$ cannot be positive, so $r=0$ and $Ax=mx$.

```lean
/-- If the quadratic form of a symmetric matrix is bounded below by `m` times the squared norm,
a vector that reaches the bound satisfies the eigenvalue equation with value `m`. -/
theorem eigen_of_minimal {A : Matrix n n ℝ} (hA : A.IsSymm) {m : ℝ}
    (hm : ∀ y : n → ℝ, m * (y ⬝ᵥ y) ≤ y ⬝ᵥ A *ᵥ y) {x : n → ℝ}
    (hx : x ⬝ᵥ A *ᵥ x = m * (x ⬝ᵥ x)) : A *ᵥ x = m • x := by
  obtain ⟨r, hr⟩ : ∃ r, r = A *ᵥ x - m • x := ⟨_, rfl⟩
  have hsym : x ⬝ᵥ A *ᵥ r = r ⬝ᵥ A *ᵥ x := by
    rw [Matrix.dotProduct_mulVec, ← Matrix.mulVec_transpose, hA.eq, dotProduct_comm]
  have hrr : r ⬝ᵥ r = r ⬝ᵥ (A *ᵥ x - m • x) := by rw [← hr]
  rw [dotProduct_sub, dotProduct_smul, smul_eq_mul] at hrr
  -- vary the vector along its residual `r`
  have h : ∀ s : ℝ, 0 ≤ (r ⬝ᵥ A *ᵥ r - m * (r ⬝ᵥ r)) * (s * s) + (2 * (r ⬝ᵥ r)) * s + 0 := by
    intro s
    have h := hm (x + s • r)
    simp only [Matrix.mulVec_add, Matrix.mulVec_smul, dotProduct_add, add_dotProduct,
      dotProduct_smul, smul_dotProduct, smul_eq_mul] at h
    rw [hsym, dotProduct_comm x r] at h
    linear_combination h + hx - 2 * s * hrr
  have hd := discrim_le_zero h
  simp only [discrim] at hd
  have h0 : r ⬝ᵥ r = 0 :=
    (pow_eq_zero_iff two_ne_zero).1 (le_antisymm (by nlinarith) (sq_nonneg _))
  exact sub_eq_zero.1 (hr.symm.trans (dotProduct_self_eq_zero.1 h0))
```

On the compact unit sphere $y\cdot Ay$ has a minimum $m$, at some $x$. Rescaling gives $y\cdot Ay\ge m\,y\cdot y$ for all $y$, so $x$ is an eigenvector. Any eigenpair $Ay=\nu y$ then has $\nu\ge m$, so $m$ is the least eigenvalue.

```lean
/-- The least eigenvalue of a symmetric matrix of positive size has a unit eigenvector, and it
bounds the quadratic form from below (Rayleigh-Ritz principle). -/
theorem leastEig_spec [Nonempty n] {A : Matrix n n ℝ} (hA : A.IsSymm) :
    (∃ x : n → ℝ, x ⬝ᵥ x = 1 ∧ A *ᵥ x = leastEig A • x) ∧
      ∀ y : n → ℝ, leastEig A * (y ⬝ᵥ y) ≤ y ⬝ᵥ A *ᵥ y := by
  classical
  have hcl : IsClosed {x : n → ℝ | x ⬝ᵥ x = 1} :=
    isClosed_eq (by unfold dotProduct; fun_prop) continuous_const
  have hcp : IsCompact {x : n → ℝ | x ⬝ᵥ x = 1} := by
    refine (isCompact_closedBall (0 : n → ℝ) 1).of_isClosed_subset hcl fun x hx => ?_
    rw [mem_closedBall_zero_iff, pi_norm_le_iff_of_nonneg zero_le_one]
    intro i
    have h1 : x i * x i ≤ x ⬝ᵥ x := Finset.single_le_sum (f := fun i => x i * x i)
      (fun j _ => mul_self_nonneg _) (Finset.mem_univ i)
    rw [Set.mem_ofPred_eq] at hx
    rw [hx] at h1
    rw [Real.norm_eq_abs]
    exact abs_le.2 ⟨by nlinarith, by nlinarith⟩
  have hcont : Continuous fun x : n → ℝ => x ⬝ᵥ A *ᵥ x := by
    simp only [dotProduct, Matrix.mulVec]
    fun_prop
  obtain ⟨i⟩ := ‹Nonempty n›
  obtain ⟨x, hx, hmin⟩ := hcp.exists_isMinOn ⟨Pi.single i 1, by simp⟩ hcont.continuousOn
  have hx1 : x ⬝ᵥ x = 1 := hx
  have hpos : ∀ y : n → ℝ, y ≠ 0 → 0 < y ⬝ᵥ y := fun y hy =>
    lt_of_le_of_ne (Finset.sum_nonneg fun i _ => mul_self_nonneg _)
      fun h => hy (dotProduct_self_eq_zero.1 h.symm)
  -- rescale from the unit sphere to all vectors
  have hray : ∀ y : n → ℝ, (x ⬝ᵥ A *ᵥ x) * (y ⬝ᵥ y) ≤ y ⬝ᵥ A *ᵥ y := by
    intro y
    by_cases hy : y = 0
    · simp [hy]
    have hr := hpos y hy
    obtain ⟨c, hc⟩ : ∃ c : ℝ, c * c * (y ⬝ᵥ y) = 1 :=
      ⟨(√(y ⬝ᵥ y))⁻¹, by rw [← mul_inv, Real.mul_self_sqrt hr.le, inv_mul_cancel₀ hr.ne']⟩
    have h := isMinOn_iff.1 hmin (c • y) (by
      rw [Set.mem_ofPred_eq, smul_dotProduct, dotProduct_smul, smul_eq_mul, smul_eq_mul,
        ← mul_assoc, hc])
    simp only [Matrix.mulVec_smul, smul_dotProduct, dotProduct_smul, smul_eq_mul] at h
    have h2 := mul_le_mul_of_nonneg_right h hr.le
    have h3 : c * (c * (y ⬝ᵥ A *ᵥ y)) * (y ⬝ᵥ y) = y ⬝ᵥ A *ᵥ y := by
      linear_combination (y ⬝ᵥ A *ᵥ y) * hc
    linarith
  have heig := eigen_of_minimal hA hray (by rw [hx1, mul_one])
  have hle : leastEig A = x ⬝ᵥ A *ᵥ x := by
    refine IsLeast.csInf_eq ⟨⟨x, fun h => by simp [h] at hx1, heig⟩, ?_⟩
    rintro μ ⟨y, hy, hyμ⟩
    have h := hray y
    rw [hyμ, dotProduct_smul, smul_eq_mul] at h
    exact le_of_mul_le_mul_right h (hpos y hy)
  rw [hle]
  exact ⟨⟨x, hx1, heig⟩, hray⟩
```

Taking the product of $Ax=mx$ with the unit vector $x$ gives $x\cdot Ax=m$.

```lean
/-- For a symmetric matrix of positive size, the quadratic form equals the least eigenvalue at some
unit vector. -/
theorem exists_ground [Nonempty n] {A : Matrix n n ℝ} (hA : A.IsSymm) :
    ∃ x : n → ℝ, x ⬝ᵥ x = 1 ∧ x ⬝ᵥ A *ᵥ x = leastEig A := by
  obtain ⟨x, h1, hx⟩ := (leastEig_spec hA).1
  exact ⟨x, h1, by rw [hx, dotProduct_smul, h1, smul_eq_mul, mul_one]⟩
```

Let $B$ be the set of grains below threshold. `block L B` keeps the entries of $L$ between them; its diagonal still includes loss to grains above.

```lean
/-- The block of the collision matrix `L` on the set `B` of grains. -/
def block (L : Matrix n n ℝ) (B : Finset n) : Matrix B B ℝ :=
  L.submatrix (fun b => (b : n)) (fun b => (b : n))
```

`lossMatrix L k t` is $L+tD$ with $D=\mathrm{diag}(k)$. This $L$ is minus the usual collisional relaxation matrix, written in the symmetrising variables $x_i$ and taken at unit collision frequency.

```lean
variable [DecidableEq n]

/-- The loss matrix `L + t diag(k)`: collisions `L` and microcanonical rates `k` scaled by `t`. -/
def lossMatrix (L : Matrix n n ℝ) (k : n → ℝ) (t : ℝ) : Matrix n n ℝ :=
  L + t • Matrix.diagonal k
```

The coupling strength is $\Gamma=\sum_{i\in B,\,j\notin B}L_{ij}^2$.

```lean
/-- The sum of the squared collisional couplings between the grains in `B` and the others. -/
def coupling (L : Matrix n n ℝ) (B : Finset n) : ℝ := ∑ i ∈ B, ∑ j ∈ Bᶜ, L i j ^ 2
```

The quadratic form separates: $x\cdot(L+tD)x=x\cdot Lx+t\sum_i k_ix_i^2$.

```lean
/-- The quadratic form of the loss matrix is the collisional part plus `t` times the
rate-weighted sum of squares. -/
theorem lossMatrix_form (L : Matrix n n ℝ) (k : n → ℝ) (t : ℝ) (x : n → ℝ) :
    x ⬝ᵥ lossMatrix L k t *ᵥ x = x ⬝ᵥ L *ᵥ x + t * ∑ i, k i * x i ^ 2 := by
  rw [lossMatrix, Matrix.add_mulVec, dotProduct_add, Matrix.smul_mulVec, dotProduct_smul,
    smul_eq_mul]
  congr 2
  simp only [dotProduct, Matrix.mulVec_diagonal]
  exact Finset.sum_congr rfl fun i _ => by ring
```

Extending a vector on $B$ by zero changes neither its norm nor its collisional form.

```lean
/-- For each vector on the grains in `B` there is a vector on all grains that vanishes off `B` and
has the same norm and the same collisional quadratic form. -/
theorem exists_extension (L : Matrix n n ℝ) (B : Finset n) (u : B → ℝ) :
    ∃ x : n → ℝ, (∀ i, i ∉ B → x i = 0) ∧ x ⬝ᵥ x = u ⬝ᵥ u ∧
      x ⬝ᵥ L *ᵥ x = u ⬝ᵥ block L B *ᵥ u := by
  obtain ⟨x, hu, hx⟩ : ∃ x : n → ℝ, (∀ b : B, x b = u b) ∧ ∀ i, i ∉ B → x i = 0 :=
    ⟨fun i => if h : i ∈ B then u ⟨i, h⟩ else 0, fun b => by simp, fun i hi => by simp [hi]⟩
  have hB : ∀ g : n → ℝ, x ⬝ᵥ g = ∑ b : B, u b * g b := by
    intro g
    have h1 : ∑ i ∈ B, x i * g i = x ⬝ᵥ g :=
      Finset.sum_subset (Finset.subset_univ B) fun i _ hi => by rw [hx i hi, zero_mul]
    rw [← h1, ← Finset.sum_coe_sort B (fun i => x i * g i)]
    exact Finset.sum_congr rfl fun b _ => by simp only [hu b]
  refine ⟨x, hx, ?_, ?_⟩
  · rw [hB]
    exact Finset.sum_congr rfl fun b _ => by rw [hu b]
  · rw [hB]
    refine Finset.sum_congr rfl fun b _ => ?_
    have h2 : (L *ᵥ x) b = x ⬝ᵥ L b := dotProduct_comm _ _
    rw [h2, hB]
    exact congrArg (u b * ·) (Finset.sum_congr rfl fun c _ => mul_comm _ _)
```

Let $\mu$ be the least eigenvalue of the block, $k_i\ge\delta$ off $B$, and $g=t\delta-\mu>0$. The block's ground vector, extended by zero, feels no dissociation, so $\lambda(t)\le\mu$.

For the lower bound, split a unit ground vector $x$ of $L+tD$ into weights $U+V=1$ on and off $B$, with cross term $C=\sum_{i\in B,\,j\notin B}x_iL_{ij}x_j$. The part of $x\cdot Lx$ off $B$ is nonnegative, hence
$$\lambda(t)\ge\mu U+2C+t\delta V=\mu+gV+2C.$$
Cauchy-Schwarz gives $C^2\le\Gamma UV\le(\Gamma/g)(gV)$. Therefore $2|C|\le\Gamma/g+gV$, and $\lambda(t)\ge\mu-\Gamma/g$.

```lean
/-- Let `L` be symmetric positive semidefinite, `k` zero on the nonempty set `B` and at least `δ`
elsewhere, and `t ≥ 0`. If `t δ` exceeds the least eigenvalue `μ` of the block on `B`, that of the
loss matrix lies between `μ - coupling / (t δ - μ)` and `μ`. -/
theorem leastEig_bounds {L : Matrix n n ℝ} (hL : L.IsSymm)
    (hpos : ∀ x : n → ℝ, 0 ≤ x ⬝ᵥ L *ᵥ x) {B : Finset n} (hB : B.Nonempty) {k : n → ℝ}
    (hk : ∀ i ∈ B, k i = 0) {δ t : ℝ} (hδ : ∀ i, i ∉ B → δ ≤ k i) (ht : 0 ≤ t)
    (hgap : leastEig (block L B) < t * δ) :
    leastEig (block L B) - coupling L B / (t * δ - leastEig (block L B))
        ≤ leastEig (lossMatrix L k t) ∧
      leastEig (lossMatrix L k t) ≤ leastEig (block L B) := by
  have : Nonempty B := ⟨⟨_, hB.choose_spec⟩⟩
  have : Nonempty n := ⟨hB.choose⟩
  have hS : (lossMatrix L k t).IsSymm := hL.add ((Matrix.isSymm_diagonal k).smul t)
  have hSB : (block L B).IsSymm := hL.submatrix _
  constructor
  · obtain ⟨x, hx1, hx⟩ := exists_ground hS
    rw [lossMatrix_form] at hx
    have hs : ∀ g : n → ℝ, ∑ i, g i = ∑ i ∈ B, g i + ∑ i ∈ Bᶜ, g i :=
      fun g => (Finset.sum_add_sum_compl B g).symm
    obtain ⟨U, hU⟩ : ∃ U, U = ∑ i ∈ B, x i ^ 2 := ⟨_, rfl⟩
    obtain ⟨V, hV⟩ : ∃ V, V = ∑ i ∈ Bᶜ, x i ^ 2 := ⟨_, rfl⟩
    obtain ⟨C, hC⟩ : ∃ C, C = ∑ i ∈ B, ∑ j ∈ Bᶜ, x i * (L i j * x j) := ⟨_, rfl⟩
    have hUV : U + V = 1 := by
      rw [hU, hV, ← hs, ← hx1]
      exact Finset.sum_congr rfl fun i _ => sq (x i)
    have hV0 : 0 ≤ V := hV ▸ Finset.sum_nonneg fun i _ => sq_nonneg _
    have hM : 0 ≤ coupling L B :=
      Finset.sum_nonneg fun i _ => Finset.sum_nonneg fun j _ => sq_nonneg _
    -- split the collisional form into the blocks on and off `B`
    have hF : ∀ F : n → n → ℝ, ∑ i, ∑ j, F i j = ∑ i ∈ B, ∑ j ∈ B, F i j
        + ∑ i ∈ B, ∑ j ∈ Bᶜ, F i j + ∑ i ∈ Bᶜ, ∑ j ∈ B, F i j
        + ∑ i ∈ Bᶜ, ∑ j ∈ Bᶜ, F i j := by
      intro F
      rw [Finset.sum_congr rfl fun i _ => hs (F i), hs]
      simp only [Finset.sum_add_distrib]
      ring
    have hq : x ⬝ᵥ L *ᵥ x = ∑ i, ∑ j, x i * (L i j * x j) := by
      simp only [dotProduct, Matrix.mulVec, Finset.mul_sum]
    have hC' : ∑ i ∈ Bᶜ, ∑ j ∈ B, x i * (L i j * x j) = C := by
      rw [hC]
      exact Finset.sum_comm.trans (Finset.sum_congr rfl fun i _ =>
        Finset.sum_congr rfl fun j _ => by rw [hL.apply i j]; ring)
    rw [hF, hC', ← hC] at hq
    have hoff := hpos (fun i => if i ∈ Bᶜ then x i else 0)
    simp only [dotProduct, Matrix.mulVec, ite_mul, mul_ite, zero_mul, mul_zero,
      Finset.sum_ite_mem, Finset.univ_inter] at hoff
    simp only [Finset.mul_sum] at hoff
    have hon := (leastEig_spec hSB).2 (fun b : B => x b)
    have h1 : (fun b : B => x b) ⬝ᵥ (fun b : B => x b) = U := by
      rw [hU, ← Finset.sum_coe_sort B (fun i => x i ^ 2)]
      exact Finset.sum_congr rfl fun b _ => (sq (x b)).symm
    have h2 : (fun b : B => x b) ⬝ᵥ block L B *ᵥ (fun b : B => x b)
        = ∑ i ∈ B, ∑ j ∈ B, x i * (L i j * x j) := by
      rw [← Finset.sum_coe_sort B (fun i => ∑ j ∈ B, x i * (L i j * x j))]
      simp only [dotProduct, Matrix.mulVec, block, Matrix.submatrix_apply, Finset.mul_sum]
      exact Finset.sum_congr rfl fun b _ =>
        Finset.sum_coe_sort B (fun j => x b * (L b j * x j))
    rw [h1, h2] at hon
    -- dissociation penalises the part off `B`
    have hz : ∑ i ∈ B, k i * x i ^ 2 = 0 :=
      Finset.sum_eq_zero fun i hi => by rw [hk i hi, zero_mul]
    have hkV : δ * V ≤ ∑ i, k i * x i ^ 2 := by
      rw [hs, hz, zero_add, hV, Finset.mul_sum]
      exact Finset.sum_le_sum fun i hi =>
        mul_le_mul_of_nonneg_right (hδ i (Finset.mem_compl.1 hi)) (sq_nonneg _)
    have hkt := mul_le_mul_of_nonneg_left hkV ht
    -- Cauchy-Schwarz for the coupling block
    have hcs : C ^ 2 ≤ coupling L B * (U * V) := by
      have h := Finset.sum_mul_sq_le_sq_mul_sq (B ×ˢ Bᶜ) (fun p => L p.1 p.2)
        (fun p => x p.1 * x p.2)
      have e1 : ∑ p ∈ B ×ˢ Bᶜ, L p.1 p.2 * (x p.1 * x p.2) = C := by
        rw [hC, Finset.sum_product]
        exact Finset.sum_congr rfl fun i _ => Finset.sum_congr rfl fun j _ => by ring
      have e2 : ∑ p ∈ B ×ˢ Bᶜ, (x p.1 * x p.2) ^ 2 = U * V := by
        rw [hU, hV, Finset.sum_mul_sum, Finset.sum_product]
        simp only [mul_pow]
      have e3 : ∑ p ∈ B ×ˢ Bᶜ, L p.1 p.2 ^ 2 = coupling L B := by
        rw [coupling, Finset.sum_product]
      rwa [e1, e2, e3] at h
    have hg : 0 < t * δ - leastEig (block L B) := sub_pos.2 hgap
    obtain ⟨a, ha⟩ : ∃ a, a = coupling L B / (t * δ - leastEig (block L B)) := ⟨_, rfl⟩
    obtain ⟨b, hb⟩ : ∃ b, b = (t * δ - leastEig (block L B)) * V := ⟨_, rfl⟩
    have ha0 : 0 ≤ a := ha ▸ div_nonneg hM hg.le
    have hb0 : 0 ≤ b := hb ▸ mul_nonneg hg.le hV0
    have hab : a * b = coupling L B * V := by
      rw [ha, hb, ← mul_assoc, div_mul_cancel₀ _ hg.ne']
    have hCab : C ^ 2 ≤ a * b := by
      rw [hab]
      refine hcs.trans (mul_le_mul_of_nonneg_left ?_ hM)
      nlinarith
    have hfin : 0 ≤ a + b + 2 * C := by
      by_contra h
      have h3 : a + b < -(2 * C) := by linarith
      have h4 := mul_self_lt_mul_self (add_nonneg ha0 hb0) h3
      nlinarith [sq_nonneg (a - b)]
    have hUe : leastEig (block L B) * U = leastEig (block L B) * (1 - V) := by
      rw [← hUV, add_sub_cancel_right]
    rw [← ha]
    linarith
  · -- the dissociation term vanishes for a vector supported on `B`
    obtain ⟨u, hu1, hu⟩ := exists_ground hSB
    obtain ⟨x, hx0, hxx, hxL⟩ := exists_extension L B u
    have h := (leastEig_spec hS).2 x
    have hz : ∑ i, k i * x i ^ 2 = 0 := Finset.sum_eq_zero fun i _ => by
      by_cases hi : i ∈ B
      · rw [hk i hi, zero_mul]
      · rw [hx0 i hi]; ring
    rw [lossMatrix_form, hz, hxx, hu1, hxL, hu] at h
    linarith
```

For $s\le t$, the unit ground vector $x$ at $t$ gives $\lambda(s)\le x\cdot(L+sD)x\le x\cdot(L+tD)x=\lambda(t)$. Taking $\delta$ as the smallest positive rate (or 1 if $B$ contains every grain), $\Gamma/g\to0$ squeezes $\lambda(t)$ to $\mu$.

The hypotheses are that $L$ is symmetric (`hL`), that collisions alone amplify nothing (`hpos`), and that $k$ vanishes exactly on the nonempty set $B$ (`hk`, `hk'`), which excludes tunnelling below threshold.

```lean
/-- Let `L` be symmetric positive semidefinite and `k` zero on the nonempty set `B` and positive
elsewhere. As `t` grows, the least eigenvalue of `L + t diag(k)` never decreases, and it tends to
the least eigenvalue of the block of `L` on `B`. -/
theorem leastEig_tendsto_block {L : Matrix n n ℝ} (hL : L.IsSymm)
    (hpos : ∀ x : n → ℝ, 0 ≤ x ⬝ᵥ L *ᵥ x) {B : Finset n} (hB : B.Nonempty) {k : n → ℝ}
    (hk : ∀ i ∈ B, k i = 0) (hk' : ∀ i, i ∉ B → 0 < k i) :
    Monotone (fun t => leastEig (lossMatrix L k t)) ∧
      Tendsto (fun t => leastEig (lossMatrix L k t)) atTop (𝓝 (leastEig (block L B))) := by
  have : Nonempty n := ⟨hB.choose⟩
  have hS : ∀ t, (lossMatrix L k t).IsSymm :=
    fun t => hL.add ((Matrix.isSymm_diagonal k).smul t)
  constructor
  · intro s t hst
    obtain ⟨x, hx1, hx⟩ := exists_ground (hS t)
    have h := (leastEig_spec (hS s)).2 x
    have h0 : 0 ≤ ∑ i, k i * x i ^ 2 := Finset.sum_nonneg fun i _ => by
      by_cases hi : i ∈ B
      · rw [hk i hi, zero_mul]
      · exact mul_nonneg (hk' i hi).le (sq_nonneg _)
    have h1 := mul_le_mul_of_nonneg_right hst h0
    rw [lossMatrix_form] at hx h
    rw [hx1, mul_one] at h
    change leastEig (lossMatrix L k s) ≤ leastEig (lossMatrix L k t)
    linarith
  · -- the smallest positive rate sets the scale of `t`
    obtain ⟨δ, hδ0, hδ⟩ : ∃ δ : ℝ, 0 < δ ∧ ∀ i, i ∉ B → δ ≤ k i := by
      by_cases hc : (Bᶜ).Nonempty
      · obtain ⟨j, hj, hmin⟩ := Finset.exists_min_image Bᶜ k hc
        exact ⟨k j, hk' j (Finset.mem_compl.1 hj), fun i hi => hmin i (Finset.mem_compl.2 hi)⟩
      · exact ⟨1, one_pos, fun i hi => absurd ⟨i, Finset.mem_compl.2 hi⟩ hc⟩
    have hT : Tendsto (fun t : ℝ => t * δ - leastEig (block L B)) atTop atTop := by
      simpa only [sub_eq_add_neg, id] using
        tendsto_atTop_add_const_right atTop (-leastEig (block L B))
          (tendsto_id.atTop_mul_const hδ0)
    have hlow := (tendsto_const_nhds (x := leastEig (block L B))).sub
      (hT.const_div_atTop (coupling L B))
    rw [sub_zero] at hlow
    have hev : ∀ᶠ t : ℝ in atTop, 0 ≤ t ∧ leastEig (block L B) < t * δ := by
      filter_upwards [eventually_ge_atTop 0, hT.eventually_gt_atTop 0] with t h0 h1
      exact ⟨h0, sub_pos.1 h1⟩
    exact tendsto_of_tendsto_of_tendsto_of_le_of_le' hlow tendsto_const_nhds
      (hev.mono fun t h => (leastEig_bounds hL hpos hB hk hδ h.1 h.2).1)
      (hev.mono fun t h => (leastEig_bounds hL hpos hB hk hδ h.1 h.2).2)
```

Since $wL+D=w(L+w^{-1}D)$, the least eigenvalue of $wL+D$ divided by $w$ is $\lambda(1/w)$, which tends to $\mu$ as $w\to0^+$. For a finite grain model, a simulation can thus take this limit from the smaller below-threshold block. Reading the least eigenvalue as the measured rate constant further assumes that the other modes decay much faster.

```lean
/-- Let `L` be symmetric positive semidefinite and `k` zero on the nonempty set `B` and positive
elsewhere. The least eigenvalue of `w L + diag(k)` divided by the collision frequency `w` tends,
as `w` falls to zero, to the least eigenvalue of the block of `L` on `B`. -/
theorem low_pressure_rate {L : Matrix n n ℝ} (hL : L.IsSymm)
    (hpos : ∀ x : n → ℝ, 0 ≤ x ⬝ᵥ L *ᵥ x) {B : Finset n} (hB : B.Nonempty) {k : n → ℝ}
    (hk : ∀ i ∈ B, k i = 0) (hk' : ∀ i, i ∉ B → 0 < k i) :
    Tendsto (fun w : ℝ => leastEig (w • L + Matrix.diagonal k) / w) (𝓝[>] 0)
      (𝓝 (leastEig (block L B))) := by
  have : Nonempty n := ⟨hB.choose⟩
  refine ((leastEig_tendsto_block hL hpos hB hk hk').2.comp tendsto_inv_nhdsGT_zero).congr' ?_
  filter_upwards [self_mem_nhdsWithin] with w hw
  have hw0 : 0 < w := hw
  change leastEig (lossMatrix L k w⁻¹) = _
  -- factor out the collision frequency
  have hA : w • L + Matrix.diagonal k = w • lossMatrix L k w⁻¹ := by
    rw [lossMatrix, smul_add, smul_smul, mul_inv_cancel₀ hw0.ne', one_smul]
  have hS : (lossMatrix L k w⁻¹).IsSymm := hL.add ((Matrix.isSymm_diagonal k).smul _)
  rw [hA, eq_div_iff hw0.ne']
  obtain ⟨x, hx1, hx⟩ := exists_ground (hS.smul w)
  obtain ⟨y, hy1, hy⟩ := exists_ground hS
  have h1 := (leastEig_spec hS).2 x
  have h2 := (leastEig_spec (hS.smul w)).2 y
  rw [Matrix.smul_mulVec, dotProduct_smul, smul_eq_mul] at hx h2
  rw [hx1, mul_one] at h1
  rw [hy1, mul_one, hy] at h2
  have h3 := mul_le_mul_of_nonneg_left h1 hw0.le
  apply le_antisymm <;> linarith
```

The limit is positive if every null vector of $L$ is a multiple of one vector $s$ with $s_i\ne0$ for some $i\notin B$. Physically, $s_i=\sqrt{f_i}$, and the condition says that collisions connect all grains and have a single equilibrium. If $\mu\le0$, the extended block ground vector $x$ would have $x\cdot Lx=0$, hence $Lx=0$ and $x=\alpha s$ for some number $\alpha$. But $x_i=0$ forces $\alpha=0$, contradicting $x\cdot x=1$.

```lean
/-- Let `L` be symmetric positive semidefinite with every null vector a multiple of `s`. If `s` is
nonzero in some grain outside the nonempty set `B`, the block of `L` on `B` has a strictly
positive least eigenvalue. -/
theorem leastEig_block_pos {L : Matrix n n ℝ} (hL : L.IsSymm)
    (hpos : ∀ x : n → ℝ, 0 ≤ x ⬝ᵥ L *ᵥ x) {B : Finset n} (hB : B.Nonempty) {s : n → ℝ}
    (hker : ∀ x : n → ℝ, L *ᵥ x = 0 → ∃ c : ℝ, x = c • s) {i : n} (hi : i ∉ B)
    (hs : s i ≠ 0) : 0 < leastEig (block L B) := by
  have : Nonempty B := ⟨⟨_, hB.choose_spec⟩⟩
  have hSB : (block L B).IsSymm := hL.submatrix _
  by_contra hneg
  obtain ⟨u, hu1, hu⟩ := exists_ground hSB
  obtain ⟨x, hx0, hxx, hxL⟩ := exists_extension L B u
  have hform : x ⬝ᵥ L *ᵥ x = 0 :=
    le_antisymm (by rw [hxL, hu]; exact not_lt.1 hneg) (hpos x)
  -- the extended ground vector would be a null vector of `L` that vanishes in grain `i`
  have hnull : L *ᵥ x = (0 : ℝ) • x :=
    eigen_of_minimal hL (fun y => by rw [zero_mul]; exact hpos y) (by rw [hform, zero_mul])
  obtain ⟨c, hc⟩ := hker x (by rw [hnull, zero_smul])
  have hci : c * s i = 0 := by
    have h := hx0 i hi
    rwa [hc, Pi.smul_apply, smul_eq_mul] at h
  have hc0 : c = 0 := (mul_eq_zero.1 hci).resolve_right hs
  rw [hc, hc0, zero_smul, zero_dotProduct, hu1] at hxx
  exact zero_ne_one hxx

end

end LowPressureLimit
```

```lean
#print axioms LowPressureLimit.low_pressure_rate
-- 'LowPressureLimit.low_pressure_rate' depends on axioms: [propext, Classical.choice, Quot.sound]
#print axioms LowPressureLimit.leastEig_block_pos
-- 'LowPressureLimit.leastEig_block_pos' depends on axioms: [propext, Classical.choice, Quot.sound]
```
